# Plasmon and cusp limits of the RPA Jastrow pseudopotential

## Conventions for the electron gas

Consider a uniform electron gas of density $n>0$, in atomic units. Its trial wave function is a Slater determinant times $\exp(-\sum_{i<j}u(r_{ij}))$, where $r_{ij}$ is the distance between electrons $i$ and $j$. The three-dimensional Fourier transform of $u$, $\int u(r)\,e^{-i\mathbf k\cdot\mathbf r}\,d^3r$, is written $u(k)$. It is called a pseudopotential, but has nothing to do with the pseudopotentials that replace ionic cores.

Let $S(k)$ be the structure factor of the reference gas without the Jastrow factor, often written $S_0(k)$. The random-phase approximation (RPA) gives

$$u(k)=\frac{1}{2n}\left(-\frac1{S(k)}+\sqrt{\frac1{S(k)^2}+\frac{16\pi n}{k^4}}\right).$$

Two limits follow:

- If $S(k)/k\to c>0$ as $k\to0^+$, then $k^2u(k)\to2\sqrt{\pi/n}$.
- If $S(k)\to1$ as $k\to\infty$, then $k^4u(k)\to4\pi$.

A reference with $S(k)=ck$, $c>0$, near zero and $S(k)=1$ beyond some wave number satisfies both conditions, and so does the free Fermi gas. Such a $u$ can serve as a starting point for the Jastrow factor in quantum Monte Carlo for the homogeneous gas.

## Derivation of the limits

For $k\neq0$ and $S=S(k)>0$, the RPA equation for $x=u(k)$ is $nSx^2+x=4\pi S/k^4$. Multiplying by $4n/S$ and completing the square gives

$$\left(2nx+\frac1S\right)^2=\frac1{S^2}+\frac{16\pi n}{k^4}.$$

A positive $x$ requires the positive root, which is the formula above. That root exceeds $1/S$, so $u(k)>0$.

**Small $k$.** Put $a=k^2/S=k\,(k/S)$, which tends to $0\cdot(1/c)=0$. Taking $k^2$ under the root,

$$k^2u=\frac{-a+\sqrt{a^2+16\pi n}}{2n}\to\frac{4\sqrt{\pi n}}{2n}=2\sqrt{\frac{\pi}{n}}.$$

The RPA structure factor of the correlated gas is $S_c=S/(1+2nuS)$. Hence

$$\frac{S_c}{k^2}=\frac1{k^2/S+2n\,k^2u}\to\frac1{4\sqrt{\pi n}}=\frac1{2\omega_p},$$

where $\omega_p=\sqrt{4\pi n}$ is the plasma frequency.

**Large $k$.** Let $r$ now denote the square root in $u(k)$, as in the Lean proof, and not a distance. Since $r^2-1/S^2=16\pi n/k^4$,

$$k^4u=\frac{k^4}{2n}\,\frac{r^2-1/S^2}{r+1/S}=\frac{8\pi}{1/S+r}\to\frac{8\pi}{1+1}=4\pi.$$

A tail $4\pi/k^4$ corresponds to a term $-r_{ij}/2$ in $u(r_{ij})$ at short distance, the cusp of an antiparallel-spin pair; this reading rests on Fourier analysis that is not formalised here. The cusp condition of a parallel-spin pair asks for $-r_{ij}/4$ instead, so this $u$, which is the same for all pairs, does not satisfy it.

**Free Fermi gas.** With Fermi wave number $k_F$, $S(k)=3k/(4k_F)-k^3/(16k_F^3)$ below $2k_F$ and $S(k)=1$ from there on. Thus $S(k)/k\to3/(4k_F)>0$, and both limits apply.

## Definitions in Lean

```lean
import Mathlib

open Filter Topology Real

namespace ElectronGasJastrow

noncomputable section
```

The density is a real number and `S` is an arbitrary real function; the theorems add the conditions they need.

```lean
/-- The RPA Jastrow pseudopotential `u(k)` of an electron gas of density `n` with reference
structure factor `S`, in atomic units, for `n ≠ 0`, `k ≠ 0` and `S k ≠ 0`. -/
def pseudopotential (n : ℝ) (S : ℝ → ℝ) (k : ℝ) : ℝ :=
  (-(1 / S k) + Real.sqrt (1 / (S k) ^ 2 + 16 * π * n / k ^ 4)) / (2 * n)
```

The next definition is $S_c$. Both RPA formulas enter as definitions: the step from the many-electron wave function to them is not derived.

```lean
/-- The RPA structure factor `S / (1 + 2 n u S)` of the gas correlated by the pseudopotential `u`,
for `n`, `k`, `S k` nonzero and `1 + 2 n u S ≠ 0`. -/
def correlatedStructureFactor (n : ℝ) (S : ℝ → ℝ) (k : ℝ) : ℝ :=
  S k / (1 + 2 * n * pseudopotential n S k * S k)
```

The free-gas structure factor is written for the spin-unpolarised case.

```lean
/-- The structure factor of the free, spin-unpolarised Fermi gas at wave number `k ≥ 0`,
with Fermi wave number `kF > 0`. -/
def fermiStructureFactor (kF k : ℝ) : ℝ :=
  if k < 2 * kF then 3 * k / (4 * kF) - k ^ 3 / (16 * kF ^ 3) else 1
```

## The quadratic equation

The equivalence says that $u(k)$ is a positive solution and the only one. In the proof, `key` completes the square. One direction compares squares of nonnegative numbers; the other shows that the root exceeds $1/S$.

```lean
/-- At density `n > 0`, `k ≠ 0` and `S k > 0`, the pseudopotential is the only positive solution
`x` of the quadratic RPA equation `n S x² + x = 4π S / k⁴`. -/
theorem rpa_equation {n k : ℝ} {S : ℝ → ℝ} (hn : 0 < n) (hk : k ≠ 0) (hS : 0 < S k) (x : ℝ) :
    (0 < x ∧ n * S k * x ^ 2 + x = 4 * π * S k / k ^ 4) ↔ x = pseudopotential n S k := by
  have hb : 0 < 16 * π * n / k ^ 4 := by positivity
  have hs : 2 * n * pseudopotential n S k + 1 / S k
      = Real.sqrt (1 / (S k) ^ 2 + 16 * π * n / k ^ 4) := by
    have h : ∀ y : ℝ, 2 * n * (y / (2 * n)) = y := fun y => by field_simp
    rw [pseudopotential, h]
    ring
  have hr : (2 * n * pseudopotential n S k + 1 / S k) ^ 2
      = 1 / (S k) ^ 2 + 16 * π * n / k ^ 4 := by
    rw [hs, Real.sq_sqrt (by positivity)]
  have hr0 : 0 ≤ 2 * n * pseudopotential n S k + 1 / S k := by
    rw [hs]
    exact Real.sqrt_nonneg _
  -- completing the square
  have key : ∀ y : ℝ, (2 * n * y + 1 / S k) ^ 2 - (1 / (S k) ^ 2 + 16 * π * n / k ^ 4)
      = 4 * n / S k * (n * S k * y ^ 2 + y - 4 * π * S k / k ^ 4) := by
    intro y
    field_simp
    ring
  constructor
  · rintro ⟨hx, he⟩
    have h2 : (2 * n * x + 1 / S k) ^ 2 = (2 * n * pseudopotential n S k + 1 / S k) ^ 2 := by
      rw [hr]
      linear_combination key x + 4 * n / S k * he
    have h3 := (sq_eq_sq₀ (by positivity) hr0).1 h2
    have h4 : 2 * n * x = 2 * n * pseudopotential n S k := by linarith
    exact mul_left_cancel₀ (by positivity) h4
  · intro hx
    rw [hx]
    have h5 : 1 / S k < 2 * n * pseudopotential n S k + 1 / S k :=
      lt_of_pow_lt_pow_left₀ 2 hr0 (by rw [hr, div_pow, one_pow]; linarith)
    have h6 : 4 * n / S k * (n * S k * pseudopotential n S k ^ 2 + pseudopotential n S k
        - 4 * π * S k / k ^ 4) = 0 := by
      linear_combination hr - key (pseudopotential n S k)
    have hp : 0 < 4 * n / S k := by positivity
    exact ⟨(mul_pos_iff_of_pos_left (by positivity : 0 < 2 * n)).1 (by linarith),
      sub_eq_zero.1 ((mul_eq_zero.1 h6).resolve_left hp.ne')⟩
```

## The plasmon limit

`Tendsto` expresses convergence, and `𝓝[>] 0` means that $k$ approaches zero from above. The first lemma is the statement $a\to0$.

```lean
/-- If `S(k)/k` tends to a positive constant as `k → 0+`, then `k²/S(k)` tends to zero. -/
theorem kinetic_term_vanishes {c : ℝ} {S : ℝ → ℝ} (hc : 0 < c)
    (hS : Tendsto (fun k => S k / k) (𝓝[>] 0) (𝓝 c)) :
    Tendsto (fun k => k ^ 2 / S k) (𝓝[>] 0) (𝓝 0) := by
  have h1 : Tendsto (fun k : ℝ => k) (𝓝[>] 0) (𝓝 0) := tendsto_id.mono_left nhdsWithin_le_nhds
  have h2 := h1.mul (hS.inv₀ hc.ne')
  rw [zero_mul] at h2
  refine h2.congr fun k => ?_
  simp only [inv_div]
  ring
```

The limit is first taken in the form containing $a$. The identity `e2` then moves $k^2$ under the root, identifying that form with $k^2u$ for every $k>0$.

```lean
/-- Plasmon limit: at density `n > 0`, if `S(k)/k → c > 0` as `k → 0+`, then
`k² u(k) → 2 √(π/n)`. -/
theorem plasmon_limit {n c : ℝ} {S : ℝ → ℝ} (hn : 0 < n) (hc : 0 < c)
    (hS : Tendsto (fun k => S k / k) (𝓝[>] 0) (𝓝 c)) :
    Tendsto (fun k => k ^ 2 * pseudopotential n S k) (𝓝[>] 0) (𝓝 (2 * Real.sqrt (π / n))) := by
  have hA := kinetic_term_vanishes hc hS
  have h2 : Tendsto (fun k => (-(k ^ 2 / S k) + Real.sqrt ((k ^ 2 / S k) ^ 2 + 16 * π * n))
      / (2 * n)) (𝓝[>] 0) (𝓝 ((-0 + Real.sqrt (0 ^ 2 + 16 * π * n)) / (2 * n))) :=
    (hA.neg.add ((hA.pow 2).add_const _).sqrt).div_const _
  have hv : (-0 + Real.sqrt (0 ^ 2 + 16 * π * n)) / (2 * n) = 2 * Real.sqrt (π / n) := by
    have e0 : π = n * (π / n) := by field_simp
    have e : (0 : ℝ) ^ 2 + 16 * π * n = (4 * n) ^ 2 * (π / n) := by
      linear_combination (16 * n) * e0
    rw [e, Real.sqrt_mul (sq_nonneg _), Real.sqrt_sq (by positivity), neg_zero, zero_add,
      div_eq_iff (by positivity)]
    ring
  rw [hv] at h2
  refine h2.congr' ?_
  filter_upwards [self_mem_nhdsWithin] with k hk
  have hk0 : k ≠ 0 := (Set.mem_Ioi.1 hk).ne'
  -- the factor k² is moved under the square root
  have e1 : (k ^ 2) ^ 2 * (16 * π * n / k ^ 4) = 16 * π * n := by field_simp
  have e2 : (k ^ 2 / S k) ^ 2 + 16 * π * n
      = (k ^ 2) ^ 2 * (1 / (S k) ^ 2 + 16 * π * n / k ^ 4) := by
    rw [mul_add, e1]
    ring
  rw [e2, Real.sqrt_mul (sq_nonneg _), Real.sqrt_sq (sq_nonneg k), pseudopotential]
  ring
```

## The cusp limit

Here `atTop` means $k\to\infty$. The proof takes the limit of the rationalised quotient $8\pi/(1/S+r)$. It then shows that this equals $k^4u$ once $k>0$ and $S(k)>0$, which holds for all large $k$ because $S(k)\to1$.

```lean
/-- Cusp limit: at density `n > 0`, if `S(k) → 1` as `k → ∞`, then `k⁴ u(k) → 4π`. -/
theorem cusp_limit {n : ℝ} {S : ℝ → ℝ} (hn : 0 < n) (hS : Tendsto S atTop (𝓝 1)) :
    Tendsto (fun k => k ^ 4 * pseudopotential n S k) atTop (𝓝 (4 * π)) := by
  have hC : Tendsto (fun k : ℝ => 16 * π * n / k ^ 4) atTop (𝓝 0) :=
    tendsto_const_nhds.div_atTop (tendsto_pow_atTop (by norm_num))
  have h1 : Tendsto (fun k => 1 / S k) atTop (𝓝 (1 / 1)) :=
    tendsto_const_nhds.div hS one_ne_zero
  have h2 : Tendsto (fun k => 1 / (S k) ^ 2) atTop (𝓝 (1 / 1 ^ 2)) :=
    tendsto_const_nhds.div (hS.pow 2) (by norm_num)
  have h3 : Tendsto (fun k => 8 * π / (1 / S k
      + Real.sqrt (1 / (S k) ^ 2 + 16 * π * n / k ^ 4))) atTop
      (𝓝 (8 * π / (1 / 1 + Real.sqrt (1 / 1 ^ 2 + 0)))) :=
    tendsto_const_nhds.div (h1.add (h2.add hC).sqrt) (by positivity)
  have hv : 8 * π / (1 / 1 + Real.sqrt (1 / 1 ^ 2 + 0)) = 4 * π := by
    rw [show (1 : ℝ) / 1 ^ 2 + 0 = 1 by norm_num, Real.sqrt_one]
    ring
  rw [hv] at h3
  refine h3.congr' ?_
  filter_upwards [eventually_gt_atTop 0, hS.eventually (lt_mem_nhds zero_lt_one)] with k hk hSk
  -- rationalise the difference of square roots
  have hb : 0 < 16 * π * n / k ^ 4 := by positivity
  have hq := Real.sq_sqrt (by positivity : 0 ≤ 1 / (S k) ^ 2 + 16 * π * n / k ^ 4)
  have hd : 0 < 1 / S k + Real.sqrt (1 / (S k) ^ 2 + 16 * π * n / k ^ 4) := by positivity
  rw [div_eq_iff hd.ne', pseudopotential]
  generalize Real.sqrt (1 / (S k) ^ 2 + 16 * π * n / k ^ 4) = r at hq
  have e : k ^ 4 / (2 * n) * (16 * π * n / k ^ 4) = 8 * π := by
    field_simp
    norm_num
  linear_combination -e - k ^ 4 / (2 * n) * hq
```

## The correlated gas and the free-gas reference

The two earlier small-$k$ results give the limit of the denominator $k^2/S+2n\,k^2u$; `hv` identifies it as $2\omega_p$.

```lean
/-- At density `n > 0`, if `S(k)/k → c > 0` as `k → 0+`, the correlated structure factor divided
by `k²` tends to `1/(2 ω)`, where `ω = √(4πn)` is the plasma frequency. -/
theorem correlated_structure_factor_limit {n c : ℝ} {S : ℝ → ℝ} (hn : 0 < n) (hc : 0 < c)
    (hS : Tendsto (fun k => S k / k) (𝓝[>] 0) (𝓝 c)) :
    Tendsto (fun k => correlatedStructureFactor n S k / k ^ 2) (𝓝[>] 0)
      (𝓝 (1 / (2 * Real.sqrt (4 * π * n)))) := by
  have hv : 2 * Real.sqrt (4 * π * n) = 0 + 2 * n * (2 * Real.sqrt (π / n)) := by
    have e0 : π = n * (π / n) := by field_simp
    have e : 4 * π * n = (2 * n) ^ 2 * (π / n) := by linear_combination (4 * n) * e0
    rw [e, Real.sqrt_mul (sq_nonneg _), Real.sqrt_sq (by positivity)]
    ring
  have hpos : 0 < 2 * Real.sqrt (4 * π * n) := by positivity
  rw [hv] at hpos ⊢
  have h := (tendsto_const_nhds (x := (1 : ℝ))).div
    ((kinetic_term_vanishes hc hS).add ((plasmon_limit hn hc hS).const_mul (2 * n))) hpos.ne'
  refine h.congr' ?_
  filter_upwards [hS.eventually (lt_mem_nhds hc)] with k hk
  have hSk : S k ≠ 0 := by
    intro h0
    simp [h0] at hk
  have e : k ^ 2 / S k + 2 * n * (k ^ 2 * pseudopotential n S k)
      = k ^ 2 * (1 + 2 * n * pseudopotential n S k * S k) / S k := by
    field_simp
  simp only [Pi.div_apply]
  rw [e, correlatedStructureFactor, one_div_div, div_div, mul_comm (k ^ 2)]
```

For the free gas, the hypothesis `hn` fixes the density belonging to $k_F$; the proof uses it only to obtain $n>0$. The two branches of `fermiStructureFactor` then supply the small-$k$ and large-$k$ conditions.

```lean
/-- For the free Fermi gas reference with `kF > 0` and density `n = kF³/(3π²)`, the
pseudopotential obeys both `k² u(k) → 2 √(π/n)` as `k → 0+` and `k⁴ u(k) → 4π` as `k → ∞`. -/
theorem fermi_gas_limits {kF n : ℝ} (hF : 0 < kF) (hn : n = kF ^ 3 / (3 * π ^ 2)) :
    Tendsto (fun k => k ^ 2 * pseudopotential n (fermiStructureFactor kF) k) (𝓝[>] 0)
        (𝓝 (2 * Real.sqrt (π / n))) ∧
      Tendsto (fun k => k ^ 4 * pseudopotential n (fermiStructureFactor kF) k) atTop
        (𝓝 (4 * π)) := by
  have hn0 : 0 < n := by
    rw [hn]
    positivity
  constructor
  · refine plasmon_limit hn0 (by positivity : 0 < 3 / (4 * kF)) ?_
    have hcont : Continuous (fun k : ℝ => 3 / (4 * kF) - k ^ 2 / (16 * kF ^ 3)) := by fun_prop
    have h := (hcont.tendsto' 0 (3 / (4 * kF)) (by simp)).mono_left
      (nhdsWithin_le_nhds (s := Set.Ioi 0))
    refine h.congr' ?_
    filter_upwards [self_mem_nhdsWithin,
      nhdsWithin_le_nhds (Iio_mem_nhds (by positivity : 0 < 2 * kF))] with k hk hk2
    have hk0 : k ≠ 0 := (Set.mem_Ioi.1 hk).ne'
    rw [fermiStructureFactor, if_pos (Set.mem_Iio.1 hk2)]
    field_simp
  · refine cusp_limit hn0 (tendsto_const_nhds.congr' ?_)
    filter_upwards [eventually_ge_atTop (2 * kF)] with k hk
    rw [fermiStructureFactor, if_neg (not_lt.2 hk)]

end

end ElectronGasJastrow
```

```lean
#print axioms ElectronGasJastrow.rpa_equation
#print axioms ElectronGasJastrow.cusp_limit
#print axioms ElectronGasJastrow.correlated_structure_factor_limit
#print axioms ElectronGasJastrow.fermi_gas_limits
```

```
'ElectronGasJastrow.rpa_equation' depends on axioms: [propext, Classical.choice, Quot.sound]
'ElectronGasJastrow.cusp_limit' depends on axioms: [propext, Classical.choice, Quot.sound]
'ElectronGasJastrow.correlated_structure_factor_limit' depends on axioms: [propext, Classical.choice, Quot.sound]
'ElectronGasJastrow.fermi_gas_limits' depends on axioms: [propext, Classical.choice, Quot.sound]
```
